# Two-pathway interference in resonant X-ray scattering: the resolvent form and a zero between levels for positive weights without broadening

## Two levels of equal weight

As a toy model, take two intermediate states with energies $-1$ and $1$ in some unit. In this section the energies and the frequency $\omega$ are measured from the midpoint of the two levels. Let absorption prepare $d=(1,1)/\sqrt2$ in their basis, and let emission return the system to its initial state through the adjoint of the absorption operator. The weight of each pathway is then the squared modulus of a component of $d$, which is $1/2$, and without broadening the amplitude at frequency $\omega$ is

$$\frac{1/2}{\omega+1}+\frac{1/2}{\omega-1}=\frac{\omega}{\omega^2-1}.$$

At $\omega=0$ the two terms are $1/2$ and $-1/2$. They cancel, although the sum of their squared moduli is $1/2$. The frequency lies above one level and below the other, so the denominators have opposite signs.

## Core-excited states as pathways

In general, let $v_n$ be an orthonormal basis of intermediate states with $Hv_n=E_nv_n$ and real $E_n$. Energies are measured from the initial state, with $\hbar=1$. Absorption prepares $d$, and the emission operator $T$ carries an intermediate state into the space that contains the final state $f$. The amplitude at complex frequency $z$ is

$$A(z)=\sum_n\frac{p_n}{z-E_n},\qquad p_n=\langle f,Tv_n\rangle\langle v_n,d\rangle.$$

For $z=\omega+i\Gamma$, $\omega$ is the frequency of the incoming photon, and the constant $\Gamma>0$ stands for the finite lifetime of the core hole, taken to be the same for every intermediate state. This is the resonant term of a Kramers–Heisenberg amplitude for one final state. The non-resonant term and the sum over final states are absent.

For a Hermitian Hamiltonian in a finite basis, such as a Bethe–Salpeter Hamiltonian in the Tamm–Dancoff approximation, the resolvent form below allows the amplitude to be computed by solving $(z-H)x=d$ instead of finding all eigenstates.

## What is assumed and what follows

`amplitude_eq_resolvent` says that $A(z)=\langle f,T(z-H)^{-1}d\rangle$ whenever $z$ differs from every $E_n$. In Lean, `v` is an `OrthonormalBasis` over a finite index type, so $V$ is finite-dimensional; `H` is a linear endomorphism of $V$, and `T` is a linear map from $V$ to $W$. The inner product is linear in its second argument. The inverse is Mathlib's `resolvent H z`.

`amplitude_eq_resolvent_of_hermitian` assumes that $V$ is finite-dimensional, that $H$ is Hermitian (`LinearMap.IsSymmetric`) and that $\Gamma>0$. It takes the eigenbasis from the spectral theorem and holds at every real $\omega$.

The interference theorems concern two pathways, numbered 0 and 1, with real weights $p_0=a$ and $p_1=b$. Reality of the weights is a hypothesis; general matrix elements give complex products. For $a+b\ne0$, define the dark frequency

$$\omega_0=\frac{aE_1+bE_0}{a+b}.$$

- Away from both energies, $A(z)=0$ exactly when $z=\omega_0$. If $\omega_0$ coincides with a level, there is no zero in this domain.
- If $a,b>0$ and $E_0<E_1$, then $E_0<\omega_0<E_1$ and $A(\omega_0)=0$, while the incoherent sum $\sum_n|p_n/(\omega_0-E_n)|^2$ equals $2\bigl((a+b)/(E_1-E_0)\bigr)^2>0$.
- If $\Gamma>0$, then $A(\omega+i\Gamma)\neq0$ at every real $\omega$.

`pathway_witness` shows that every real pair $a,b$ occurs, using the standard basis of $\mathbb C^2$, $f=(a,b)$, $d=(1,1)$ and, as a formal choice, the identity for $T$. With both vectors normalised, and $a,b$ not both zero, the weights become $a/\sqrt{2(a^2+b^2)}$ and $b/\sqrt{2(a^2+b^2)}$. The common factor leaves $\omega_0$ unchanged.

## From the eigenbasis to the resolvent

On the basis, $(z-H)v_n=(z-E_n)v_n$. Define a linear map $G$ by $Gv_n=(z-E_n)^{-1}v_n$. Then $(z-H)Gv_n=v_n$ and $G(z-H)v_n=v_n$ for every $n$, so $G=(z-H)^{-1}$. Expanding $d=\sum_n\langle v_n,d\rangle v_n$ gives

$$(z-H)^{-1}d=\sum_n\frac{\langle v_n,d\rangle}{z-E_n}\,v_n.$$

Applying $T$ and taking the inner product with $f$ produces $A(z)$. For $z=\omega+i\Gamma$ with $\Gamma>0$, the imaginary part is nonzero, so $z$ never equals a real $E_n$.

## Cancellation at the dark frequency

A common denominator gives

$$A(z)=\frac{a(z-E_1)+b(z-E_0)}{(z-E_0)(z-E_1)}=\frac{(a+b)(z-\omega_0)}{(z-E_0)(z-E_1)}.$$

Since $a+b\neq0$, the only possible zero is $\omega_0$. It is real, so $\omega+i\Gamma$ with $\Gamma>0$ cannot reach it.

Now let $a,b>0$ and $E_0<E_1$. The detunings are

$$\omega_0-E_0=\frac{a(E_1-E_0)}{a+b}>0,\qquad \omega_0-E_1=-\frac{b(E_1-E_0)}{a+b}<0.$$

Hence $\omega_0$ lies between the levels. Dividing $a$ and $b$ by their detunings gives $(a+b)/(E_1-E_0)$ and its negative. These add to zero, and their squares add to the stated incoherent sum.

## The resolvent and interference theorems in Lean

```lean
import Mathlib

open scoped InnerProductSpace

namespace CoreExcitonInterference

noncomputable section

variable {ι V W : Type*} [Fintype ι]
  [NormedAddCommGroup V] [InnerProductSpace ℂ V]
  [NormedAddCommGroup W] [InnerProductSpace ℂ W]

/-- The weight of the pathway through the intermediate state `v n`: the absorption overlap
`⟨v n, d⟩` times the emission matrix element `⟨f, T (v n)⟩`. -/
def pathway (v : OrthonormalBasis ι ℂ V) (T : V →ₗ[ℂ] W) (f : W) (d : V) (n : ι) : ℂ :=
  inner ℂ f (T (v n)) * inner ℂ (v n) d

/-- The resonant scattering amplitude at complex frequency `z`, as a coherent sum over
intermediate states with energies `E n`; its domain is `z ≠ E n` for all `n`. -/
def amplitude (v : OrthonormalBasis ι ℂ V) (E : ι → ℝ) (T : V →ₗ[ℂ] W) (f : W) (d : V)
    (z : ℂ) : ℂ :=
  ∑ n, pathway v T f d n / (z - (E n : ℂ))

/-- The incoherent sum: the squared moduli of the single-pathway amplitudes are added;
its domain is `z ≠ E n` for all `n`. -/
def incoherentSum (v : OrthonormalBasis ι ℂ V) (E : ι → ℝ) (T : V →ₗ[ℂ] W) (f : W) (d : V)
    (z : ℂ) : ℝ :=
  ∑ n, ‖pathway v T f d n / (z - (E n : ℂ))‖ ^ 2

/-- The frequency `(a E₁ + b E₀) / (a + b)` for two pathways of weights `a` and `b`,
defined for `a + b ≠ 0`. -/
def darkFrequency (a b : ℝ) (E : Fin 2 → ℝ) : ℝ := (a * E 1 + b * E 0) / (a + b)

/-- A frequency with a positive broadening `Γ` never coincides with a real energy. -/
theorem broadened_ne_real (ω x : ℝ) {Γ : ℝ} (hΓ : 0 < Γ) :
    (ω : ℂ) + Γ * Complex.I ≠ (x : ℂ) := by
  intro h
  have him := congrArg Complex.im h
  simp at him
  exact hΓ.ne' him

/-- Away from the eigenvalues, the resolvent of `H` acts on a state `d` by dividing each
eigenstate component by `z - E n`. -/
theorem resolvent_apply (v : OrthonormalBasis ι ℂ V) (E : ι → ℝ) (H : Module.End ℂ V)
    (hH : ∀ n, H (v n) = (E n : ℂ) • v n) (z : ℂ) (hz : ∀ n, z ≠ (E n : ℂ)) (d : V) :
    resolvent H z d = ∑ n, (inner ℂ (v n) d / (z - (E n : ℂ))) • v n := by
  -- the candidate inverse, defined on the eigenbasis
  obtain ⟨G, hG⟩ : ∃ G : Module.End ℂ V, ∀ n, G (v n) = (z - (E n : ℂ))⁻¹ • v n :=
    ⟨v.toBasis.constr ℂ (fun n => (z - (E n : ℂ))⁻¹ • v n), fun n => by
      simpa only [v.coe_toBasis] using
        v.toBasis.constr_basis ℂ (fun n => (z - (E n : ℂ))⁻¹ • v n) n⟩
  have hA : ∀ n, (algebraMap ℂ (Module.End ℂ V) z - H) (v n) = (z - (E n : ℂ)) • v n := by
    intro n
    rw [LinearMap.sub_apply, Module.algebraMap_end_apply, hH, sub_smul]
  -- it inverts `z - H` from both sides
  have hAG : (algebraMap ℂ (Module.End ℂ V) z - H) * G = 1 := by
    refine v.toBasis.ext fun n => ?_
    rw [v.coe_toBasis, Module.End.mul_apply, hG, map_smul, hA, smul_smul,
      inv_mul_cancel₀ (sub_ne_zero.2 (hz n)), one_smul, Module.End.one_apply]
  have hGA : G * (algebraMap ℂ (Module.End ℂ V) z - H) = 1 := by
    refine v.toBasis.ext fun n => ?_
    rw [v.coe_toBasis, Module.End.mul_apply, hA, map_smul, hG, smul_smul,
      mul_inv_cancel₀ (sub_ne_zero.2 (hz n)), one_smul, Module.End.one_apply]
  have hR : resolvent H z = G :=
    Ring.inverse_unit (⟨_, G, hAG, hGA⟩ : (Module.End ℂ V)ˣ)
  -- expand `d` in the eigenbasis
  calc resolvent H z d = G (∑ n, inner ℂ (v n) d • v n) := by rw [hR, v.sum_repr' d]
    _ = _ := by
      rw [map_sum]
      refine Finset.sum_congr rfl fun n _ => ?_
      rw [map_smul, hG, smul_smul, div_eq_mul_inv]

/-- The sum over intermediate eigenstates equals the matrix element
`⟨f, T (z - H)⁻¹ d⟩` at every complex frequency `z` that is not an eigenvalue. -/
theorem amplitude_eq_resolvent (v : OrthonormalBasis ι ℂ V) (E : ι → ℝ) (H : Module.End ℂ V)
    (hH : ∀ n, H (v n) = (E n : ℂ) • v n) (T : V →ₗ[ℂ] W) (f : W) (d : V)
    (z : ℂ) (hz : ∀ n, z ≠ (E n : ℂ)) :
    amplitude v E T f d z = inner ℂ f (T (resolvent H z d)) := by
  rw [resolvent_apply v E H hH z hz d, map_sum, inner_sum]
  unfold amplitude pathway
  refine Finset.sum_congr rfl fun n _ => ?_
  rw [map_smul, inner_smul_right]
  ring

/-- For a Hermitian `H` in finite dimension and a broadening `Γ > 0`, the sum over the
eigenstates of `H` equals `⟨f, T (ω + iΓ - H)⁻¹ d⟩` at every real frequency `ω`. -/
theorem amplitude_eq_resolvent_of_hermitian [FiniteDimensional ℂ V] {m : ℕ}
    (hm : Module.finrank ℂ V = m) (H : Module.End ℂ V) (hH : LinearMap.IsSymmetric H)
    (T : V →ₗ[ℂ] W) (f : W) (d : V) (ω : ℝ) {Γ : ℝ} (hΓ : 0 < Γ) :
    amplitude (hH.eigenvectorBasis hm) (hH.eigenvalues hm) T f d (ω + Γ * Complex.I)
      = inner ℂ f (T (resolvent H ((ω : ℂ) + Γ * Complex.I) d)) :=
  amplitude_eq_resolvent _ _ H (fun n => hH.apply_eigenvectorBasis hm n) T f d _
    (fun _ => broadened_ne_real ω _ hΓ)

/-- With two pathways of real weights `a` and `b`, `a + b ≠ 0`, and `z` away from the two energies,
the amplitude is a single fraction whose numerator is `a + b` times the difference between `z` and
the dark frequency. -/
theorem two_pathway_factor (v : OrthonormalBasis (Fin 2) ℂ V) (E : Fin 2 → ℝ)
    (T : V →ₗ[ℂ] W) (f : W) (d : V) {a b : ℝ} (hab : a + b ≠ 0)
    (h0 : pathway v T f d 0 = a) (h1 : pathway v T f d 1 = b)
    (z : ℂ) (hz : ∀ n, z ≠ (E n : ℂ)) :
    amplitude v E T f d z
      = ((a : ℂ) + b) * (z - darkFrequency a b E) / ((z - E 0) * (z - E 1)) := by
  have habC : (a : ℂ) + b ≠ 0 := by exact_mod_cast hab
  have hd : ((a : ℂ) + b) * (darkFrequency a b E : ℂ) = a * E 1 + b * E 0 := by
    unfold darkFrequency
    push_cast
    field_simp
  unfold amplitude
  rw [Fin.sum_univ_two, h0, h1,
    div_add_div _ _ (sub_ne_zero.2 (hz 0)) (sub_ne_zero.2 (hz 1))]
  congr 1
  linear_combination hd

/-- For two pathways of real weights `a` and `b` with `a + b ≠ 0`, and `z` away from the two
energies, the amplitude vanishes exactly when `z` is the dark frequency. -/
theorem two_pathway_eq_zero_iff (v : OrthonormalBasis (Fin 2) ℂ V) (E : Fin 2 → ℝ)
    (T : V →ₗ[ℂ] W) (f : W) (d : V) {a b : ℝ} (hab : a + b ≠ 0)
    (h0 : pathway v T f d 0 = a) (h1 : pathway v T f d 1 = b)
    (z : ℂ) (hz : ∀ n, z ≠ (E n : ℂ)) :
    amplitude v E T f d z = 0 ↔ z = (darkFrequency a b E : ℂ) := by
  have habC : (a : ℂ) + b ≠ 0 := by exact_mod_cast hab
  rw [two_pathway_factor v E T f d hab h0 h1 z hz]
  constructor
  · intro h
    rcases div_eq_zero_iff.1 h with h | h
    · exact sub_eq_zero.1 ((mul_eq_zero.1 h).resolve_left habC)
    · exact absurd h (mul_ne_zero (sub_ne_zero.2 (hz 0)) (sub_ne_zero.2 (hz 1)))
  · intro h
    rw [h, sub_self, mul_zero, zero_div]

/-- For positive weights and `E₀ < E₁`, the dark frequency lies strictly between the two
energies; there the unbroadened amplitude vanishes, while the incoherent sum is positive and
equals `2 ((a + b) / (E₁ - E₀))²`. -/
theorem destructive_interference (v : OrthonormalBasis (Fin 2) ℂ V) (E : Fin 2 → ℝ)
    (T : V →ₗ[ℂ] W) (f : W) (d : V) {a b : ℝ} (ha : 0 < a) (hb : 0 < b) (hE : E 0 < E 1)
    (h0 : pathway v T f d 0 = a) (h1 : pathway v T f d 1 = b) :
    (E 0 < darkFrequency a b E ∧ darkFrequency a b E < E 1) ∧
    amplitude v E T f d (darkFrequency a b E) = 0 ∧
    incoherentSum v E T f d (darkFrequency a b E) = 2 * ((a + b) / (E 1 - E 0)) ^ 2 ∧
    0 < incoherentSum v E T f d (darkFrequency a b E) := by
  have hab : 0 < a + b := add_pos ha hb
  have hΔ : 0 < E 1 - E 0 := sub_pos.2 hE
  have hab' := hab.ne'
  have hΔ' := hΔ.ne'
  -- the detunings from the two levels
  have d0 : darkFrequency a b E - E 0 = a * (E 1 - E 0) / (a + b) := by
    unfold darkFrequency
    field_simp
    ring
  have d1 : darkFrequency a b E - E 1 = -(b * (E 1 - E 0) / (a + b)) := by
    unfold darkFrequency
    field_simp
    ring
  have p0 : 0 < a * (E 1 - E 0) / (a + b) := by positivity
  have p1 : 0 < b * (E 1 - E 0) / (a + b) := by positivity
  have l0 : E 0 < darkFrequency a b E := by linarith
  have l1 : darkFrequency a b E < E 1 := by linarith
  -- the two single-pathway amplitudes are opposite
  have r0 : a / (darkFrequency a b E - E 0) = (a + b) / (E 1 - E 0) := by
    rw [d0]
    field_simp
  have r1 : b / (darkFrequency a b E - E 1) = -((a + b) / (E 1 - E 0)) := by
    rw [d1, div_neg]
    field_simp
  have hinc : incoherentSum v E T f d (darkFrequency a b E)
      = 2 * ((a + b) / (E 1 - E 0)) ^ 2 := by
    unfold incoherentSum
    rw [Fin.sum_univ_two, h0, h1, ← Complex.ofReal_sub, ← Complex.ofReal_sub,
      ← Complex.ofReal_div, ← Complex.ofReal_div, r0, r1, Complex.norm_real,
      Complex.norm_real, Real.norm_eq_abs, Real.norm_eq_abs, sq_abs, sq_abs]
    ring
  have hz : ∀ n, (darkFrequency a b E : ℂ) ≠ (E n : ℂ) := by
    intro n h
    have h' : darkFrequency a b E = E n := Complex.ofReal_injective h
    fin_cases n
    · exact l0.ne' h'
    · exact l1.ne h'
  refine ⟨⟨l0, l1⟩, (two_pathway_eq_zero_iff v E T f d hab' h0 h1 _ hz).2 rfl, hinc, ?_⟩
  rw [hinc]
  positivity

/-- For two pathways of real weights `a` and `b` with `a + b ≠ 0`, and a broadening `Γ > 0`, the
amplitude is nonzero at every real frequency `ω`. -/
theorem broadened_amplitude_ne_zero (v : OrthonormalBasis (Fin 2) ℂ V) (E : Fin 2 → ℝ)
    (T : V →ₗ[ℂ] W) (f : W) (d : V) {a b : ℝ} (hab : a + b ≠ 0)
    (h0 : pathway v T f d 0 = a) (h1 : pathway v T f d 1 = b) (ω : ℝ) {Γ : ℝ} (hΓ : 0 < Γ) :
    amplitude v E T f d (ω + Γ * Complex.I) ≠ 0 := fun h =>
  broadened_ne_real ω _ hΓ ((two_pathway_eq_zero_iff v E T f d hab h0 h1 _
    (fun _ => broadened_ne_real ω _ hΓ)).1 h)

/-- In the standard basis of `ℂ²`, with `T` the identity, `f = (a, b)` and `d = (1, 1)`, the
two pathway weights are `a` and `b`. -/
theorem pathway_witness (a b : ℝ) :
    pathway (EuclideanSpace.basisFun (Fin 2) ℂ) LinearMap.id
      !₂[(a : ℂ), (b : ℂ)] !₂[(1 : ℂ), (1 : ℂ)] 0 = a ∧
    pathway (EuclideanSpace.basisFun (Fin 2) ℂ) LinearMap.id
      !₂[(a : ℂ), (b : ℂ)] !₂[(1 : ℂ), (1 : ℂ)] 1 = b := by
  constructor <;>
    simp [pathway, EuclideanSpace.basisFun_apply, EuclideanSpace.inner_single_left,
      EuclideanSpace.inner_single_right]

end

end CoreExcitonInterference
```

```lean
#print axioms CoreExcitonInterference.amplitude_eq_resolvent_of_hermitian
#print axioms CoreExcitonInterference.two_pathway_eq_zero_iff
#print axioms CoreExcitonInterference.destructive_interference
#print axioms CoreExcitonInterference.broadened_amplitude_ne_zero
```

```
'CoreExcitonInterference.amplitude_eq_resolvent_of_hermitian' depends on axioms: [propext, Classical.choice, Quot.sound]
'CoreExcitonInterference.two_pathway_eq_zero_iff' depends on axioms: [propext, Classical.choice, Quot.sound]
'CoreExcitonInterference.destructive_interference' depends on axioms: [propext, Classical.choice, Quot.sound]
'CoreExcitonInterference.broadened_amplitude_ne_zero' depends on axioms: [propext, Classical.choice, Quot.sound]
```

## Inversion on a basis and a cleared fraction

`resolvent_apply` carries the operator argument. `Basis.constr` builds $G$ from its values on the eigenbasis, and `hAG` and `hGA` check the two products there. `Ring.inverse_unit` then identifies $G$ with the resolvent, and `v.sum_repr'` supplies the expansion of $d$. `amplitude_eq_resolvent` moves $T$ and the inner product through the sum and compares terms. The Hermitian version supplies the spectral eigenbasis, with `broadened_ne_real` keeping the frequency off the eigenvalues.

In `two_pathway_factor`, `div_add_div` forms the common denominator, and `linear_combination hd` matches the numerators using $(a+b)\omega_0=aE_1+bE_0$. `two_pathway_eq_zero_iff` reads off the zero, since the other factors are nonzero.

In `destructive_interference`, `d0` and `d1` are the two detunings, and `r0` and `r1` are the opposite single-pathway amplitudes. The bounds `l0` and `l1` place $\omega_0$ between the levels and so also keep it off the poles, as the zero criterion requires. `broadened_amplitude_ne_zero` combines that criterion with `broadened_ne_real`: a zero would make $\omega+i\Gamma$ equal to the real number $\omega_0$.
